# Λ doubling in a two-level Π–Σ model: the splitting is qJ(J+1) to within (qJ(J+1))²/D

## Question

If I fit the Λ doubling of a Π level to qJ(J+1) without knowing the error of that law, I can't tell what a misfit at high J means. It may be another effect, such as centrifugal distortion, or only the next term of the perturbation series that I threw away.

The simplest model has a Π level at a height D > 0 above a Σ level. Rotation couples the Σ level to the Π component of the same parity with strength 2B√X, where B is the rotational constant and X = J(J+1). The coupled component is pushed up by s, and the other component stays where it is, so s is the doubling. Second-order perturbation theory gives s ≈ qX with q = 4B²/D. I believe that the error has a definite sign and size:

0 ≤ qX − s ≤ (qX)²/D.

Can this be derived without truncating a series, and can the argument be stated in Lean and checked by machine?

## Answer

Yes. The derivation uses the secular equation and the fact that the shifted Π component is the upper of the two levels, so that s ≥ 0. The error is exactly s²/D, and both inequalities follow from these two facts.

### From the secular equation to the exact error

Put the energy zero at the Σ level and write c = 2B√X for the coupling. A state has a Π amplitude v₀ and a Σ amplitude v₁, and the eigenvalue equations for an energy E are

D v₀ + c v₁ = E v₀

c v₀ = E v₁.

Multiply the first by E and use the second to replace E v₁ by c v₀. This gives E(E − D) v₀ = c² v₀. Multiply the second by E − D and use the first to replace (E − D) v₀ by c v₁. This gives E(E − D) v₁ = c² v₁. At least one amplitude is nonzero, so

E(E − D) = c² = 4B²X.

Conversely, every solution of this equation is a level. If E ≠ 0, the vector (E, c) is an eigenvector: its first row reads DE + c² = E², which is the secular equation, and its second row reads cE = Ec. If E = 0, the secular equation forces c = 0, and the pure Σ state (0, 1) is an eigenvector with energy zero.

Now let E be the upper level. If E solves the secular equation, so does D − E, because

(D − E)((D − E) − D) = (D − E)(−E) = E(E − D).

The upper level is at least as high as this partner, so E ≥ D − E, and hence E ≥ D/2 > 0. The product E(E − D) equals 4B²X, which is not negative, and E is positive. The shift s = E − D is therefore not negative either.

Substitute E = D + s into the secular equation and use 4B²X = qXD:

(D + s)s = qXD.

Division by D gives s + s²/D = qX, that is,

qX − s = s²/D.

The right side is nonnegative, so s ≤ qX. Since 0 ≤ s ≤ qX, squaring gives s² ≤ (qX)², and therefore

0 ≤ qX − s = s²/D ≤ (qX)²/D.

When qX > 0, the error relative to qX is at most qX/D, which is the squared ratio of coupling to gap, (c/D)².

The same identity controls the next order. Write a = qX. Then

s − (a − a²/D) = (a² − s²)/D = (a − s)(a + s)/D.

Both factors in the numerator are nonnegative. The first is at most a²/D and the second at most 2a, so the remainder lies between 0 and 2a³/D².

Finally, the law s = qX is exact only if s²/D = 0, hence s = 0. The secular equation then gives 4B²X = 0, which means B = 0 or J = 0. In either of those cases qX = 0, and 0 ≤ s ≤ qX leaves only s = 0.

### What the Lean definitions and theorems say

The number `rot J` is X, for a natural number `J`. `coupling B J` is 2B√X, and `hamiltonian D B J` is the real symmetric 2×2 matrix with the Π level in row 0 and the Σ level in row 1. `qConst D B` is q. `B` may be any real number, since only its square enters the levels.

The set `levels D B J` contains every real E for which the matrix has a nonzero eigenvector, so energies are defined by the eigenvalue problem and not by a formula. The hypothesis `IsGreatest (levels D B J) E` says that E belongs to this set and that no member exceeds it: E is the upper level. The shift s appears throughout as `E - D`.

The main theorem, `lambda_doubling`, assumes `0 < D` and that E is the upper level, and concludes the two inequalities of the question. `lambda_doubling_next_order` gives the bounds on the remainder after the quadratic term, and `lambda_doubling_exact_iff` identifies the cases without error. `isGreatest_upperLevel` shows that an upper level always exists and equals

(D + √(D² + 16B²X))/2.

The coupling 2B√X is put in by hand. It stands for the part of the rotational energy that couples the total angular momentum to the electronic orbital angular momentum, the latter treated as a pure l = 1 momentum shared by the Σ and Π states. The factor also includes the enhancement from combining Λ = +1 and Λ = −1 into states of definite parity. A different electronic matrix element would change the numerical factor in q.

The model describes singlet states, without spin–orbit or spin–rotation coupling. The gap D doesn't depend on J, which amounts to giving both states the same rotational constant and neglecting centrifugal distortion. The uncoupled Π component is not part of the matrix; reading s as the doubling relies on that component staying at D. The value J = 0 is allowed in the theorems, although a singlet Π state has no such rotational level; there the coupling vanishes and the statement reduces to s = 0.

For the analysis of rotational spectra, the bound limits the departure from qJ(J+1), with q = 4B²/D, that a single isolated Π–Σ pair with fixed B and D can produce. Within this model the doubling never exceeds the law with this q, and it falls strictly below it whenever B ≠ 0 and J ≥ 1. A q fitted to the doublings at several J absorbs part of the error, so the residuals of such a fit can have either sign.

### The complete Lean file

```lean
import Mathlib

open Matrix

namespace LambdaDoubling

noncomputable section

/-- The rotational factor `X = J(J+1)`. -/
def rot (J : ℕ) : ℝ := (J : ℝ) * (J + 1)

/-- The rotational coupling `2B√(J(J+1))` between the Sigma level and the Pi component
of the same parity. -/
def coupling (B : ℝ) (J : ℕ) : ℝ := 2 * B * Real.sqrt (rot J)

/-- The Hamiltonian of a Pi level at energy `D` and a Sigma level at energy zero,
mixed by the rotational coupling. -/
def hamiltonian (D B : ℝ) (J : ℕ) : Matrix (Fin 2) (Fin 2) ℝ :=
  !![D, coupling B J; coupling B J, 0]

/-- The energy levels: all numbers `E` for which the Hamiltonian has a nonzero eigenvector. -/
def levels (D B : ℝ) (J : ℕ) : Set ℝ :=
  {E | ∃ v : Fin 2 → ℝ, v ≠ 0 ∧ hamiltonian D B J *ᵥ v = E • v}

/-- The Lambda-doubling constant `q = 4B²/D`. -/
def qConst (D B : ℝ) : ℝ := 4 * B ^ 2 / D

/-- The closed expression for the upper level of the coupled pair. -/
def upperLevel (D B : ℝ) (J : ℕ) : ℝ :=
  (D + Real.sqrt (D ^ 2 + 16 * B ^ 2 * rot J)) / 2

lemma rot_nonneg (J : ℕ) : 0 ≤ rot J := by
  unfold rot
  positivity

/-- The squared coupling is `4B²J(J+1)`. -/
lemma coupling_sq (B : ℝ) (J : ℕ) : coupling B J ^ 2 = 4 * B ^ 2 * rot J := by
  unfold coupling
  rw [mul_pow, Real.sq_sqrt (rot_nonneg J)]
  ring

/-- Secular equation: `E` is an energy level exactly when `E(E - D) = 4B²J(J+1)`. -/
theorem mem_levels_iff (D B E : ℝ) (J : ℕ) :
    E ∈ levels D B J ↔ E * (E - D) = 4 * B ^ 2 * rot J := by
  rw [← coupling_sq]
  constructor
  · rintro ⟨v, hv, h⟩
    have h0 : D * v 0 + coupling B J * v 1 = E * v 0 := by
      simpa [hamiltonian, Matrix.mulVec, dotProduct, Fin.sum_univ_two] using congrFun h 0
    have h1 : coupling B J * v 0 = E * v 1 := by
      simpa [hamiltonian, Matrix.mulVec, dotProduct, Fin.sum_univ_two] using congrFun h 1
    -- the secular determinant annihilates both amplitudes
    have k0 : (E * (E - D) - coupling B J ^ 2) * v 0 = 0 := by
      linear_combination (-E) * h0 - coupling B J * h1
    have k1 : (E * (E - D) - coupling B J ^ 2) * v 1 = 0 := by
      linear_combination (-(coupling B J)) * h0 - (E - D) * h1
    by_contra hne
    have hne' : E * (E - D) - coupling B J ^ 2 ≠ 0 := fun hz => hne (sub_eq_zero.mp hz)
    apply hv
    ext i
    fin_cases i
    · exact (mul_eq_zero.mp k0).resolve_left hne'
    · exact (mul_eq_zero.mp k1).resolve_left hne'
  · intro h
    by_cases hE : E = 0
    · -- zero energy forces the coupling to vanish, and the pure Sigma state is an eigenvector
      have hc : coupling B J = 0 := by
        have h2 : coupling B J ^ 2 = 0 := by rw [← h, hE, zero_mul]
        exact pow_eq_zero_iff (two_ne_zero) |>.mp h2
      refine ⟨![0, 1], fun hv => ?_, ?_⟩
      · have := congrFun hv 1
        simp at this
      · ext i
        fin_cases i <;>
          simp [hamiltonian, Matrix.mulVec, dotProduct, Fin.sum_univ_two, hc, hE]
    · refine ⟨![E, coupling B J], fun hv => hE ?_, ?_⟩
      · simpa using congrFun hv 0
      · have e0 : D * E + coupling B J * coupling B J = E * E := by
          linear_combination -h
        have e1 : coupling B J * E = E * coupling B J := mul_comm _ _
        ext i
        fin_cases i
        · simpa [hamiltonian, Matrix.mulVec, dotProduct, Fin.sum_univ_two] using e0
        · simpa [hamiltonian, Matrix.mulVec, dotProduct, Fin.sum_univ_two] using e1

/-- The closed square-root expression is the highest energy level of the coupled pair. -/
theorem isGreatest_upperLevel (D B : ℝ) (J : ℕ) :
    IsGreatest (levels D B J) (upperLevel D B J) := by
  have hX := rot_nonneg J
  have hr := Real.sq_sqrt (show 0 ≤ D ^ 2 + 16 * B ^ 2 * rot J by positivity)
  have hr0 := Real.sqrt_nonneg (D ^ 2 + 16 * B ^ 2 * rot J)
  constructor
  · rw [mem_levels_iff]
    unfold upperLevel
    linear_combination hr / 4
  · intro E hE
    rw [mem_levels_iff] at hE
    unfold upperLevel
    by_contra hlt
    have hlt' : 0 < 2 * E - D - Real.sqrt (D ^ 2 + 16 * B ^ 2 * rot J) := by
      linarith [not_le.mp hlt]
    nlinarith [mul_pos hlt' hlt', mul_nonneg hlt'.le hr0]

/-- The upper level is not below the unperturbed Pi level, and its shift `s = E - D`
falls short of `qJ(J+1)` by exactly `s²/D`. -/
theorem shift_defect {D B E : ℝ} {J : ℕ} (hD : 0 < D) (hE : IsGreatest (levels D B J) E) :
    0 ≤ E - D ∧ qConst D B * rot J - (E - D) = (E - D) ^ 2 / D := by
  have h := (mem_levels_iff D B E J).mp hE.1
  have hX := rot_nonneg J
  -- the two levels add up to `D`, so the upper one is at least `D/2`
  have hother : D - E ∈ levels D B J := by
    rw [mem_levels_iff]
    linear_combination h
  have hpos : 0 < E := by linarith [hE.2 hother]
  constructor
  · have hK : 0 ≤ E * (E - D) := by
      rw [h]
      positivity
    exact nonneg_of_mul_nonneg_right hK hpos
  · have hq : qConst D B * rot J * D = 4 * B ^ 2 * rot J := by
      unfold qConst
      field_simp
    rw [eq_div_iff hD.ne']
    linear_combination hq - h

/-- Lambda doubling: the upward shift `s = E - D` of the upper level satisfies
`0 ≤ qJ(J+1) - s ≤ (qJ(J+1))²/D`. -/
theorem lambda_doubling {D B E : ℝ} {J : ℕ} (hD : 0 < D)
    (hE : IsGreatest (levels D B J) E) :
    0 ≤ qConst D B * rot J - (E - D) ∧
      qConst D B * rot J - (E - D) ≤ (qConst D B * rot J) ^ 2 / D := by
  obtain ⟨hs, h⟩ := shift_defect hD hE
  have h0 : 0 ≤ (E - D) ^ 2 / D := by positivity
  have hle : E - D ≤ qConst D B * rot J := by linarith
  refine ⟨by linarith, ?_⟩
  rw [h]
  exact div_le_div_of_nonneg_right (pow_le_pow_left₀ hs hle 2) hD.le

/-- Next order: the shift exceeds `qJ(J+1) - (qJ(J+1))²/D` by a nonnegative amount
of at most `2(qJ(J+1))³/D²`. -/
theorem lambda_doubling_next_order {D B E : ℝ} {J : ℕ} (hD : 0 < D)
    (hE : IsGreatest (levels D B J) E) :
    0 ≤ (E - D) - (qConst D B * rot J - (qConst D B * rot J) ^ 2 / D) ∧
      (E - D) - (qConst D B * rot J - (qConst D B * rot J) ^ 2 / D)
        ≤ 2 * (qConst D B * rot J) ^ 3 / D ^ 2 := by
  obtain ⟨hs, h⟩ := shift_defect hD hE
  obtain ⟨h1, h2⟩ := lambda_doubling hD hE
  refine ⟨by linarith, ?_⟩
  generalize qConst D B * rot J = a at *
  generalize E - D = s at *
  -- the remainder is `(a² - s²)/D = (a - s)(a + s)/D`
  have e1 : s - (a - a ^ 2 / D) = (a - s) * (a + s) / D := by
    linear_combination -h
  have e2 : 2 * a ^ 3 / D ^ 2 = a ^ 2 / D * (2 * a) / D := by ring
  rw [e1, e2]
  have hb : 0 ≤ a ^ 2 / D := by positivity
  exact div_le_div_of_nonneg_right
    (mul_le_mul h2 (by linarith) (by linarith) hb) hD.le

/-- The law `s = qJ(J+1)` holds without error exactly when `B = 0` or `J = 0`. -/
theorem lambda_doubling_exact_iff {D B E : ℝ} {J : ℕ} (hD : 0 < D)
    (hE : IsGreatest (levels D B J) E) :
    E - D = qConst D B * rot J ↔ B = 0 ∨ J = 0 := by
  obtain ⟨hs, h⟩ := shift_defect hD hE
  constructor
  · intro heq
    have hz : (E - D) ^ 2 / D = 0 := by linarith
    have hs0 : E - D = 0 := by
      rcases div_eq_zero_iff.mp hz with h2 | h2
      · exact pow_eq_zero_iff (two_ne_zero) |>.mp h2
      · exact absurd h2 hD.ne'
    have hK := (mem_levels_iff D B E J).mp hE.1
    rw [hs0, mul_zero] at hK
    by_contra hne
    rw [not_or] at hne
    have hB : B ≠ 0 := hne.1
    have hJ : (0 : ℝ) < J := by exact_mod_cast Nat.pos_of_ne_zero hne.2
    have hpos : 0 < 4 * B ^ 2 * rot J := by
      unfold rot
      positivity
    linarith
  · intro h0
    have hq : qConst D B * rot J = 0 := by
      rcases h0 with h0 | h0 <;> simp [qConst, rot, h0]
    have h1 := (lambda_doubling hD hE).1
    linarith

end

end LambdaDoubling
```

```lean
#print axioms LambdaDoubling.isGreatest_upperLevel
-- 'LambdaDoubling.isGreatest_upperLevel' depends on axioms: [propext, Classical.choice, Quot.sound]
#print axioms LambdaDoubling.lambda_doubling
-- 'LambdaDoubling.lambda_doubling' depends on axioms: [propext, Classical.choice, Quot.sound]
#print axioms LambdaDoubling.lambda_doubling_next_order
-- 'LambdaDoubling.lambda_doubling_next_order' depends on axioms: [propext, Classical.choice, Quot.sound]
#print axioms LambdaDoubling.lambda_doubling_exact_iff
-- 'LambdaDoubling.lambda_doubling_exact_iff' depends on axioms: [propext, Classical.choice, Quot.sound]
```

### How the proof follows the algebra

`coupling_sq` removes the square root by establishing c² = 4B²X, for which `rot_nonneg` supplies X ≥ 0. The coupling itself still appears in the proof of `mem_levels_iff`, in the eigenvalue equations and the eigenvectors; the later proofs use only the value 4B²X of its square.

`mem_levels_iff` is the equivalence between being a level and solving the secular equation. In the forward direction, `h0` and `h1` are the two rows of the eigenvalue equation. The facts `k0` and `k1` say that E(E − D) − c² annihilates each amplitude, and the `linear_combination` calls carry the multipliers used in the elimination above. If that factor were nonzero, both amplitudes would vanish, contradicting `hv`. The reverse direction splits on whether E is zero and supplies the vectors `![0, 1]` and `![E, coupling B J]`.

`isGreatest_upperLevel` first checks that the square-root expression solves the secular equation. For maximality, write r for the square root. Any level satisfies

(2E − D)² = 4E(E − D) + D² = D² + 16B²X = r².

A level above the stated expression would have 2E − D > r ≥ 0, and its square would then exceed r². The `nlinarith` call finds this contradiction from the two products given to it. The error bounds don't use this theorem; it connects them to the familiar closed formula.

`shift_defect` carries the central argument. `hother` states that D − E is also a level, and applying the maximality of E to it yields `hpos`, the positivity of E. Since E(E − D) is nonnegative, the lemma `nonneg_of_mul_nonneg_right` then gives s ≥ 0. For the exact error, `hq` records qXD = 4B²X, `eq_div_iff` clears the denominator D, and `linear_combination hq - h` combines this relation with the secular equation.

`lambda_doubling` takes the sign of s and the identity qX − s = s²/D from `shift_defect`. The nonnegativity of s²/D proves the left inequality and also `hle`, which is s ≤ qX. After the error is rewritten as s²/D, `pow_le_pow_left₀` squares 0 ≤ s ≤ qX, and division by the positive D finishes the proof.

In `lambda_doubling_next_order`, the lower bound follows directly from the main theorem. For the upper bound, `generalize` replaces qX and E − D by the letters `a` and `s`. The equation `e1` is the factorisation of the remainder, `e2` writes the target as (a²/D)(2a)/D, and `mul_le_mul` multiplies the bounds on the two factors.

`lambda_doubling_exact_iff` sets the error s²/D to zero and deduces s = 0, so the secular equation makes 4B²X vanish. If neither B nor J were zero, `positivity` would show that same quantity to be strictly positive, which is a contradiction. In the other direction, either condition makes qX zero, and the bounds on s leave no room for a shift.
